# Dzyaloshinskii–Moriya coupling along z selects the xy-plane and one handedness of the 120° states in a classical antiferromagnetic triangle

The spins are modelled as classical unit vectors in ℝ³ on three sites, with one exchange constant J ≥ 0 and one Dzyaloshinskii–Moriya constant D, whose axis is z on every bond as the triangle is traversed 0 → 1 → 2 → 0. Each bond is counted once and contributes J s_i · s_(i+1) + D (s_i × s_(i+1))_z to the energy. The least energy is then −(3/2)(J + √3|D|), and for D ≠ 0 it is reached exactly by the 120° states in the xy-plane whose spins, seen from +z, turn from site i to site i + 1 clockwise for D > 0 and counter-clockwise for D < 0.

```lean
import Mathlib

open Matrix

namespace TriangleChirality

noncomputable section

/-- Three classical spins of unit length. -/
def UnitSpins (s : Fin 3 → Fin 3 → ℝ) : Prop := ∀ i, s i ⬝ᵥ s i = 1

/-- Exchange `J` and Dzyaloshinskii-Moriya coupling `D` along z, summed around the triangle. -/
def energy (J D : ℝ) (s : Fin 3 → Fin 3 → ℝ) : ℝ :=
  ∑ i, (J * (s i ⬝ᵥ s (i + 1)) + D * (s i ⨯₃ s (i + 1)) 2)

/-- The z-component of the vector chirality of the triangle. -/
def chirality (s : Fin 3 → Fin 3 → ℝ) : ℝ := ∑ i, (s i ⨯₃ s (i + 1)) 2

/-- For `σ = 1` or `σ = -1`, the rotation about the z-axis by `σ` times 120 degrees. -/
def turn (σ : ℝ) (v : Fin 3 → ℝ) : Fin 3 → ℝ :=
  ![-v 0 / 2 - σ * √3 / 2 * v 1, σ * √3 / 2 * v 0 - v 1 / 2, v 2]

/-- The sense of rotation opposite to the sign of `D` (set to `1` at `D = 0`). -/
def handedness (D : ℝ) : ℝ := if 0 < D then -1 else 1

/-- Weighted squares of the out-of-plane components, of the uniform planar mode and of the
planar 120-degree mode with handedness opposite to `σ`. -/
def distortion (σ : ℝ) (s : Fin 3 → Fin 3 → ℝ) : ℝ :=
  3 * (s 0 2 ^ 2 + s 1 2 ^ 2 + s 2 2 ^ 2)
    + (s 0 0 + s 1 0 + s 2 0) ^ 2 + (s 0 1 + s 1 1 + s 2 1) ^ 2
    + 2 * (s 0 0 - (s 1 0 + s 2 0) / 2 - σ * √3 / 2 * (s 1 1 - s 2 1)) ^ 2
    + 2 * (s 0 1 - (s 1 1 + s 2 1) / 2 + σ * √3 / 2 * (s 1 0 - s 2 0)) ^ 2

lemma turn_apply (σ : ℝ) (v : Fin 3 → ℝ) :
    turn σ v 0 = -v 0 / 2 - σ * √3 / 2 * v 1 ∧
    turn σ v 1 = σ * √3 / 2 * v 0 - v 1 / 2 ∧ turn σ v 2 = v 2 := ⟨rfl, rfl, rfl⟩

lemma sqrt_three_sq : √3 ^ 2 = (3 : ℝ) := Real.sq_sqrt (by norm_num)

lemma handedness_spec (D : ℝ) : handedness D ^ 2 = 1 ∧ D = -handedness D * |D| := by
  unfold handedness
  split_ifs with h
  · exact ⟨by norm_num, by rw [abs_of_pos h]; ring⟩
  · exact ⟨by norm_num, by rw [abs_of_nonpos (not_lt.mp h)]; ring⟩

lemma chirality_eq (s : Fin 3 → Fin 3 → ℝ) :
    chirality s = (s 0 0 * s 1 1 - s 0 1 * s 1 0) + (s 1 0 * s 2 1 - s 1 1 * s 2 0)
      + (s 2 0 * s 0 1 - s 2 1 * s 0 0) := by
  have hc : ∀ a b : Fin 3 → ℝ, (a ⨯₃ b) 2 = a 0 * b 1 - a 1 * b 0 := by
    intro a b
    simp [cross_apply]
  unfold chirality
  rw [Fin.sum_univ_three, hc, hc, hc]
  rfl

/-- The energy is `J` times the sum of scalar products plus `D` times the chirality. -/
theorem energy_split (J D : ℝ) (s : Fin 3 → Fin 3 → ℝ) :
    energy J D s = J * (∑ i, s i ⬝ᵥ s (i + 1)) + D * chirality s := by
  simp only [energy, chirality, Finset.sum_add_distrib, Finset.mul_sum]

/-- For unit spins the energy equals `-(3/2)(J + √3|D|)` plus a multiple `J/2` of the squared total
spin and a multiple `√3|D|/6` of the distortion. -/
theorem energy_eq_squares (J D : ℝ) {s : Fin 3 → Fin 3 → ℝ} (hs : UnitSpins s) :
    energy J D s = -(3 / 2) * (J + √3 * |D|) + J / 2 * ∑ k, (∑ i, s i k) ^ 2
      + √3 / 6 * |D| * distortion (handedness D) s := by
  obtain ⟨hσ, hD⟩ := handedness_spec D
  have ht := sqrt_three_sq
  have hq : (handedness D * √3) ^ 2 = 3 := by rw [mul_pow, hσ, ht, one_mul]
  have h0 := hs 0
  have h1 := hs 1
  have h2 := hs 2
  simp only [dotProduct, Fin.sum_univ_three] at h0 h1 h2
  -- the distortion measures how far the chirality is from its extreme value
  have hP : distortion (handedness D) s =
      3 * (s 0 0 ^ 2 + s 0 1 ^ 2 + s 0 2 ^ 2 + s 1 0 ^ 2 + s 1 1 ^ 2 + s 1 2 ^ 2
        + s 2 0 ^ 2 + s 2 1 ^ 2 + s 2 2 ^ 2) - 2 * handedness D * √3 * chirality s := by
    rw [chirality_eq]
    unfold distortion
    linear_combination (((s 1 0 - s 2 0) ^ 2 + (s 1 1 - s 2 1) ^ 2) / 2) * hq
  have e0 : (0 : Fin 3) + 1 = 1 := rfl
  have e1 : (1 : Fin 3) + 1 = 2 := rfl
  have e2 : (2 : Fin 3) + 1 = 0 := rfl
  rw [energy_split]
  simp only [dotProduct, Fin.sum_univ_three, e0, e1, e2]
  linear_combination chirality s * hD - (J / 2 + |D| * √3 / 2) * (h0 + h1 + h2)
    + (|D| * handedness D * chirality s / 3) * ht - (√3 / 6 * |D|) * hP

/-- For `σ = 1` or `σ = -1`, the distortion vanishes exactly when the first spin is planar and the
other two are obtained from it by turns of `σ` and `-σ` times 120 degrees. -/
theorem distortion_eq_zero_iff {σ : ℝ} (hσ : σ ^ 2 = 1) (s : Fin 3 → Fin 3 → ℝ) :
    distortion σ s = 0 ↔
      s 0 2 = 0 ∧ s 1 = turn σ (s 0) ∧ s 2 = turn (-σ) (s 0) := by
  have hq : (σ * √3) ^ 2 = 3 := by rw [mul_pow, hσ, sqrt_three_sq, one_mul]
  constructor
  · intro h
    have key : ∀ a b c d e f g : ℝ,
        3 * (a ^ 2 + b ^ 2 + c ^ 2) + d ^ 2 + e ^ 2 + 2 * f ^ 2 + 2 * g ^ 2 = 0 →
        a = 0 ∧ b = 0 ∧ c = 0 ∧ d = 0 ∧ e = 0 ∧ f = 0 ∧ g = 0 := by
      intro a b c d e f g h
      refine ⟨?_, ?_, ?_, ?_, ?_, ?_, ?_⟩ <;>
        exact (pow_eq_zero_iff two_ne_zero).mp (by
          linarith [sq_nonneg a, sq_nonneg b, sq_nonneg c, sq_nonneg d, sq_nonneg e,
            sq_nonneg f, sq_nonneg g])
    obtain ⟨z0, z1, z2, a0, a1, b0, b1⟩ := key _ _ _ _ _ _ _ h
    -- solve the linear equations for the second and third spin
    refine ⟨z0, ?_, ?_⟩
    · ext k
      fin_cases k
      · show s 1 0 = -s 0 0 / 2 - σ * √3 / 2 * s 0 1
        linear_combination a0 / 2 + (σ * √3 / 3) * (b1 + a1 / 2)
          - ((s 1 0 - s 2 0) / 6) * hq
      · show s 1 1 = σ * √3 / 2 * s 0 0 - s 0 1 / 2
        linear_combination a1 / 2 - (σ * √3 / 3) * (b0 + a0 / 2)
          - ((s 1 1 - s 2 1) / 6) * hq
      · show s 1 2 = s 0 2
        rw [z1, z0]
    · ext k
      fin_cases k
      · show s 2 0 = -s 0 0 / 2 - -σ * √3 / 2 * s 0 1
        linear_combination a0 / 2 - (σ * √3 / 3) * (b1 + a1 / 2)
          + ((s 1 0 - s 2 0) / 6) * hq
      · show s 2 1 = -σ * √3 / 2 * s 0 0 - s 0 1 / 2
        linear_combination a1 / 2 + (σ * √3 / 3) * (b0 + a0 / 2)
          + ((s 1 1 - s 2 1) / 6) * hq
      · show s 2 2 = s 0 2
        rw [z2, z0]
  · rintro ⟨hz, h1, h2⟩
    unfold distortion
    rw [h1, h2]
    simp only [turn_apply, hz]
    linear_combination ((s 0 0 ^ 2 + s 0 1 ^ 2) / 2 * ((σ * √3) ^ 2 - 3)) * hq

/-- For `J ≥ 0` and `D ≠ 0` the energy of three unit spins equals `-(3/2)(J + √3|D|)` exactly for
the planar 120-degree states whose sense of rotation is opposite to the sign of `D`. -/
theorem energy_eq_min_iff {J D : ℝ} (hJ : 0 ≤ J) (hD : D ≠ 0)
    {s : Fin 3 → Fin 3 → ℝ} (hs : UnitSpins s) :
    energy J D s = -(3 / 2) * (J + √3 * |D|) ↔
      s 0 2 = 0 ∧ s 1 = turn (handedness D) (s 0) ∧ s 2 = turn (-handedness D) (s 0) := by
  have hE := energy_eq_squares J D hs
  have hiff := distortion_eq_zero_iff (handedness_spec D).1 s
  constructor
  · intro h
    apply hiff.mp
    have hS : 0 ≤ J / 2 * ∑ k, (∑ i, s i k) ^ 2 := by positivity
    have hd : 0 ≤ distortion (handedness D) s := by unfold distortion; positivity
    have hc : 0 < √3 / 6 * |D| := by positivity
    have hm := mul_nonneg hc.le hd
    exact (mul_eq_zero.mp (by linarith :
      √3 / 6 * |D| * distortion (handedness D) s = 0)).resolve_left hc.ne'
  · intro h
    have hS : ∑ k, (∑ i, s i k) ^ 2 = 0 := by
      obtain ⟨hz, h1, h2⟩ := h
      simp only [Fin.sum_univ_three]
      rw [h1, h2]
      simp only [turn_apply, hz]
      ring
    rw [hE, hS, hiff.mpr h]
    ring

/-- For `J ≥ 0` the least energy of three unit spins is `-(3/2)(J + √3|D|)`, and for
`D ≠ 0` every minimizer lies in the xy-plane. -/
theorem triangle_minimum {J : ℝ} (hJ : 0 ≤ J) (D : ℝ) :
    IsLeast (energy J D '' {s | UnitSpins s}) (-(3 / 2) * (J + √3 * |D|)) ∧
    (D ≠ 0 → ∀ s, UnitSpins s → IsMinOn (energy J D) {s | UnitSpins s} s →
      ∀ i, s i 2 = 0) := by
  have lower : ∀ s, UnitSpins s → -(3 / 2) * (J + √3 * |D|) ≤ energy J D s := by
    intro s hs
    have hS : 0 ≤ J / 2 * ∑ k, (∑ i, s i k) ^ 2 := by positivity
    have hd : 0 ≤ √3 / 6 * |D| * distortion (handedness D) s := by
      unfold distortion; positivity
    linarith [energy_eq_squares J D hs]
  -- an explicit 120-degree state reaches the bound
  have attained : ∃ g, UnitSpins g ∧ energy J D g = -(3 / 2) * (J + √3 * |D|) := by
    have hσ := (handedness_spec D).1
    have unit : ∀ σ : ℝ, σ ^ 2 = 1 → turn σ ![1, 0, 0] ⬝ᵥ turn σ ![1, 0, 0] = 1 := by
      intro σ h
      simp only [dotProduct, Fin.sum_univ_three]
      show (-1 / 2 - σ * √3 / 2 * 0) * (-1 / 2 - σ * √3 / 2 * 0)
        + (σ * √3 / 2 * 1 - 0 / 2) * (σ * √3 / 2 * 1 - 0 / 2) + 0 * 0 = (1 : ℝ)
      linear_combination (√3 ^ 2 / 4) * h + (1 / 4) * sqrt_three_sq
    let g : Fin 3 → Fin 3 → ℝ := ![![1, 0, 0], turn (handedness D) ![1, 0, 0],
      turn (-handedness D) ![1, 0, 0]]
    have hg : UnitSpins g := by
      intro i
      fin_cases i
      · show (![1, 0, 0] : Fin 3 → ℝ) ⬝ᵥ ![1, 0, 0] = 1
        simp [dotProduct, Fin.sum_univ_three]
      · exact unit _ hσ
      · exact unit _ (by rw [neg_sq, hσ])
    have hd : distortion (handedness D) g = 0 :=
      (distortion_eq_zero_iff hσ g).mpr ⟨rfl, rfl, rfl⟩
    have hS : ∑ k, (∑ i, g i k) ^ 2 = 0 := by
      have h1 : g 1 = turn (handedness D) (g 0) := rfl
      have h2 : g 2 = turn (-handedness D) (g 0) := rfl
      have hz : g 0 2 = 0 := rfl
      simp only [Fin.sum_univ_three]
      rw [h1, h2]
      simp only [turn_apply, hz]
      ring
    exact ⟨g, hg, by rw [energy_eq_squares J D hg, hd, hS]; ring⟩
  obtain ⟨g, hg, hgE⟩ := attained
  refine ⟨⟨⟨g, hg, hgE⟩, ?_⟩, ?_⟩
  · rintro _ ⟨s, hs, rfl⟩
    exact lower s hs
  · intro hD s hs hmin
    have hle : energy J D s ≤ energy J D g := isMinOn_iff.mp hmin g hg
    obtain ⟨hz, h1, h2⟩ :=
      (energy_eq_min_iff hJ hD hs).mp (le_antisymm (hle.trans hgE.le) (lower s hs))
    intro i
    fin_cases i
    · exact hz
    · exact (congrFun h1 2).trans hz
    · exact (congrFun h2 2).trans hz

/-- For `J ≥ 0` and `D ≠ 0`, a state of three unit spins with energy `-(3/2)(J + √3|D|)` has
chirality of magnitude `3√3/2` and of sign opposite to `D`. -/
theorem chirality_selected {J D : ℝ} (hJ : 0 ≤ J) (hD : D ≠ 0)
    {s : Fin 3 → Fin 3 → ℝ} (hs : UnitSpins s)
    (hE : energy J D s = -(3 / 2) * (J + √3 * |D|)) :
    chirality s = handedness D * (3 * √3 / 2) := by
  obtain ⟨hz, h1, h2⟩ := (energy_eq_min_iff hJ hD hs).mp hE
  have h0 := hs 0
  simp only [dotProduct, Fin.sum_univ_three, hz] at h0
  rw [chirality_eq, h1, h2]
  simp only [turn_apply]
  linear_combination (3 * handedness D * √3 / 2) * h0

/-- At `D = 0` a 120-degree state in the xz-plane has energy `-(3/2)J` and a spin with
nonzero z-component. -/
theorem nonplanar_at_zero_D (J : ℝ) :
    let s : Fin 3 → Fin 3 → ℝ := ![![1, 0, 0], ![-1 / 2, 0, √3 / 2], ![-1 / 2, 0, -√3 / 2]]
    UnitSpins s ∧ energy J 0 s = -(3 / 2) * J ∧ s 1 2 ≠ 0 := by
  intro s
  have ht := sqrt_three_sq
  refine ⟨?_, ?_, ?_⟩
  · intro i
    simp only [dotProduct, Fin.sum_univ_three]
    fin_cases i
    · show (1 : ℝ) * 1 + 0 * 0 + 0 * 0 = 1
      norm_num
    · show (-1 / 2 : ℝ) * (-1 / 2) + 0 * 0 + √3 / 2 * (√3 / 2) = 1
      linear_combination (1 / 4) * ht
    · show (-1 / 2 : ℝ) * (-1 / 2) + 0 * 0 + -√3 / 2 * (-√3 / 2) = 1
      linear_combination (1 / 4) * ht
  · have hdot : ∑ i, s i ⬝ᵥ s (i + 1) = -3 / 2 := by
      simp only [dotProduct, Fin.sum_univ_three]
      show ((1 : ℝ) * (-1 / 2) + 0 * 0 + 0 * (√3 / 2))
        + (-1 / 2 * (-1 / 2) + 0 * 0 + √3 / 2 * (-√3 / 2))
        + (-1 / 2 * 1 + 0 * 0 + -√3 / 2 * 0) = -3 / 2
      linear_combination (-1 / 4) * ht
    rw [energy_split, hdot]
    ring
  · show √3 / 2 ≠ (0 : ℝ)
    positivity

end

end TriangleChirality
```

```lean
#print axioms TriangleChirality.triangle_minimum
#print axioms TriangleChirality.chirality_selected
#print axioms TriangleChirality.nonplanar_at_zero_D
```

```
'TriangleChirality.triangle_minimum' depends on axioms: [propext, Classical.choice, Quot.sound]
'TriangleChirality.chirality_selected' depends on axioms: [propext, Classical.choice, Quot.sound]
'TriangleChirality.nonplanar_at_zero_D' depends on axioms: [propext, Classical.choice, Quot.sound]
```

## Energy, minimum and minimizers in words

A configuration is a function `s : Fin 3 → Fin 3 → ℝ`. The first index is the site and the second the Cartesian component, so `s 1 2` is the z-component of the spin on site 1. The type allows vectors of any length; `UnitSpins s` requires s_i · s_i = 1 at each site. Addition in `Fin 3` wraps around, so the sum in `energy` runs over the bonds (0,1), (1,2) and (2,0), each counted once:

E = Σ_i [ J s_i · s_(i+1) + D (s_i × s_(i+1))_z ].

In `triangle_minimum`, `IsLeast` says that some unit configuration has energy −(3/2)(J + √3|D|) and that none has less. The second part takes D ≠ 0 and a unit configuration whose energy is minimal among all unit configurations (`IsMinOn`), and concludes that all three z-components vanish.

The theorem `energy_eq_min_iff` describes the minimizers completely. Let σ = `handedness D`, which is −1 for D > 0 and +1 for D < 0. Then s_0 is any unit vector in the xy-plane, s_1 is s_0 turned by σ · 120° about z, and s_2 is s_0 turned by −σ · 120°. By `chirality_selected`, the chirality χ = Σ_i (s_i × s_(i+1))_z of such a state is σ · 3√3/2.

## Exchange, spin–orbit coupling and the sign of D

With this sign convention J > 0 is antiferromagnetic exchange. Three spins cannot be pairwise antiparallel, and exchange alone settles for 120° between neighbours without preferring a plane or a sense of rotation. The D term stands for the antisymmetric exchange that spin–orbit coupling can produce on bonds without an inversion centre. Here its vector is assumed to point along z with equal strength on all three bonds, and J and D are given numbers with the spin length absorbed into them. Numbering the sites in the opposite sense reverses the sign of D.

For an isolated triangle of classical spins, the result supplies the exact least energy for J ≥ 0 and, when D ≠ 0, the full family of minimizers (s_0 may point in any direction in the xy-plane). A spin-dynamics or energy-minimization code can be tested against both. It does not treat quantum spins, lattices, in-plane Dzyaloshinskii–Moriya components, anisotropy or applied fields.

## The energy as a sum of squares

Let S = s_0 + s_1 + s_2. For unit spins

|S|² = 3 + 2 Σ_i s_i · s_(i+1),

so the exchange energy is

J Σ_i s_i · s_(i+1) = −(3/2)J + (J/2)|S|².

For the other term, let p_i be the part of s_i in the xy-plane, z_i its z-component, and R the rotation by 90° about z, R(x, y) = (−y, x). The `distortion` is

P = 3(z_0² + z_1² + z_2²) + |p_0 + p_1 + p_2|² + 2|w + σ(√3/2) R v|²,

with w = p_0 − (p_1 + p_2)/2 and v = p_1 − p_2. The second term measures the uniform planar mode and the third the 120° mode of the unwanted handedness.

Expanding the last square gives

2|w|² + (3/2)|v|² + 2√3 σ w · R v.

Here w · R v = −(w × v)_z, and multiplying out the cross product gives (w × v)_z = χ. With u = p_1 + p_2, the remaining planar terms are

|p_0 + u|² + 2|p_0 − u/2|² + (3/2)|v|² = 3|p_0|² + (3/2)(|u|² + |v|²) = 3(|p_0|² + |p_1|² + |p_2|²).

Together with the z-components this is 3 Σ_i |s_i|² = 9, hence

P = 9 − 2√3 σ χ.

Since D = −σ|D|,

D χ = −(3√3/2)|D| + (√3/6)|D| P.

Adding the two contributions yields

E = −(3/2)(J + √3|D|) + (J/2)|S|² + (√3/6)|D| P.

Both corrections are nonnegative for J ≥ 0, which proves the lower bound.

If D ≠ 0, equality forces P = 0, so every square in P vanishes. Then z_i = 0, u = −p_0 and therefore w = (3/2)p_0. The last square gives R v = −√3 σ p_0, and applying R once more gives v = √3 σ R p_0. Solving for the two spins,

p_1 = (u + v)/2 = −p_0/2 + σ(√3/2) R p_0,
p_2 = (u − v)/2 = −p_0/2 − σ(√3/2) R p_0.

These are the two turns of s_0 by ±σ · 120°. Conversely, such a state has S = 0 and P = 0, so it reaches the bound. Each of its three bonds contributes sin(σ · 120°) = σ√3/2 to χ.

## How the Lean proof follows the calculation

`energy_split` separates exchange from chirality, and `chirality_eq` writes χ in coordinates. `handedness_spec` supplies σ² = 1 and D = −σ|D|. In `energy_eq_squares`, the intermediate statement `hP` is the expansion of P before the spin lengths are set to one. The final `linear_combination` adds `hP`, the three length conditions, (√3)² = 3 and the sign relation with the coefficients that turn the energy into the sum of squares.

In `distortion_eq_zero_iff`, the auxiliary statement `key` says that a vanishing sum of these weighted squares has vanishing terms. The following `linear_combination` steps solve the resulting linear equations for s_1 and s_2, component by component. The reverse direction substitutes the turned spins into P.

`energy_eq_min_iff` combines these results: the factor (√3/6)|D| is positive, so at minimal energy the distortion must be zero. `triangle_minimum` takes its lower bound from the same identity and reaches it with the state `g`, built from s_0 = (1, 0, 0) and its two turns. An arbitrary minimizer has energy at most that of `g`, hence exactly the bound, and the classification puts it in the plane. `chirality_selected` inserts the classified state into the coordinate formula for χ.

## Zero couplings and ferromagnetic exchange

At D = 0 the xy-plane is no longer selected. The theorem `nonplanar_at_zero_D` gives the state

s_0 = (1, 0, 0), s_1 = (−1/2, 0, √3/2), s_2 = (−1/2, 0, −√3/2),

a 120° state in the xz-plane with energy −(3/2)J. For J ≥ 0 this is the minimum, although two spins leave the xy-plane.

The condition J ≥ 0 cannot be dropped altogether from the statement about the minimum. With J = −1 and D = 0 the formula would give +3/2, whereas three parallel spins have energy −3.

The case J = 0 with D ≠ 0 is included. The minimum is then −(3√3/2)|D|, and the minimizers are the same as for J > 0, because the selected 120° states minimize the exchange and the Dzyaloshinskii–Moriya term simultaneously.
